# Real transcorrelated energies can become complex under orthogonal projection: a three-level example

Q: How can a projection make energies complex if the correlator leaves the spectrum real?

A: Take three levels and a real symmetric Hamiltonian H, with correlator G = diag(1, 2, 1):

H = [[5, 4, 0], [4, 5, 0], [0, 0, -5]]

A = G⁻¹HG = [[5, 8, 0], [2, 5, 0], [0, 0, -5]]

A is similar to H, so its energies are 9, 1 and -5. Now keep only vectors whose components sum to zero, v = (x, y, -x-y). Then

Av = (5x + 8y, 2x + 5y, 5x + 5y).

The orthogonal projector P onto this plane subtracts the mean, 4x + 6y, from each component:

PAv = (x + 2y, -2x - y, x - y).

On the pair (x, y) this is the matrix [[1, 2], [-2, -1]], with trace 0 and determinant 3. Hence E² = -3 and E = ±i√3.

Q: What is physical about it?

A: A diagonal G acts like a Jastrow factor on a three-point grid, and the plane stands for a finite orbital basis. In this three-level model, complex energies in a projected transcorrelated calculation need no error in the correlator or the Hamiltonian.

In Lean 4 with Mathlib:

```lean
import Mathlib

open Matrix
open scoped ComplexOrder

namespace TranscorrelatedProjection

noncomputable section

variable {n : Type*} [Fintype n] [DecidableEq n]
```

Q: Does the formal correlator have to be unitary?

A: No. `transcorrelated H G` is G⁻¹HG for complex matrices of any finite size, and the theorems supply invertibility where they need it.

```lean
/-- The transcorrelated Hamiltonian `G⁻¹ H G`, for an invertible correlator `G`. -/
def transcorrelated (H G : Matrix n n ℂ) : Matrix n n ℂ := G⁻¹ * H * G
```

Q: And an energy is an eigenvalue?

A: Yes, with a nonzero complex vector `v`. The entries of `v` are numbered from 0.

```lean
omit [DecidableEq n] in
/-- `E` is an energy of `A`: some nonzero state `v` satisfies `A v = E v`. -/
def IsEnergy (A : Matrix n n ℂ) (E : ℂ) : Prop :=
  ∃ v : n → ℂ, v ≠ 0 ∧ A *ᵥ v = E • v
```

Q: Why does the projected version demand Pv = v as well?

A: The state must lie in the basis. Otherwise a vector outside the plane with PAv = 0 would add a spurious zero energy. Within the plane, P(Av) = Ev is the usual projected eigenvalue equation, with the same space on the left and on the right.

```lean
omit [DecidableEq n] in
/-- `E` is a projected energy of `A`: some nonzero state `v` with `P v = v`
satisfies `P A v = E v`. -/
def IsProjectedEnergy (P A : Matrix n n ℂ) (E : ℂ) : Prop :=
  ∃ v : n → ℂ, v ≠ 0 ∧ P *ᵥ v = v ∧ P *ᵥ (A *ᵥ v) = E • v
```

The model's three ingredients are the matrices above, with a general complex number g in place of 2.

```lean
/-- The three-level model Hamiltonian. -/
def modelH : Matrix (Fin 3) (Fin 3) ℂ := !![5, 4, 0; 4, 5, 0; 0, 0, -5]

/-- The diagonal correlator `diag(1, g, 1)`. -/
def correlator (g : ℂ) : Matrix (Fin 3) (Fin 3) ℂ := !![1, 0, 0; 0, g, 0; 0, 0, 1]

/-- The projector that subtracts from each component the mean of all three. -/
def planeProj : Matrix (Fin 3) (Fin 3) ℂ :=
  !![2/3, -1/3, -1/3; -1/3, 2/3, -1/3; -1/3, -1/3, 2/3]
```

Q: Could the correlator itself have done the damage?

A: Not in the full space. If Av = Ev, then H(Gv) = GAv = E(Gv), and Gv ≠ 0 because G is invertible. Conversely, G⁻¹ carries eigenvectors of H to eigenvectors of A. The two halves of the proof are these two maps, and `IsUnit G.det` expresses invertibility.

```lean
/-- In the full space an invertible correlator leaves the energies unchanged. -/
theorem energy_transcorrelated_iff (H G : Matrix n n ℂ) (hG : IsUnit G.det) (E : ℂ) :
    IsEnergy (transcorrelated H G) E ↔ IsEnergy H E := by
  have h1 : G * G⁻¹ = 1 := Matrix.mul_nonsing_inv G hG
  have h2 : G⁻¹ * G = 1 := Matrix.nonsing_inv_mul G hG
  constructor
  · rintro ⟨v, hv, he⟩
    refine ⟨G *ᵥ v, fun h => hv ?_, ?_⟩
    · rw [← Matrix.one_mulVec v, ← h2, ← Matrix.mulVec_mulVec, h, Matrix.mulVec_zero]
    · have h3 : H * G = G * transcorrelated H G := by
        rw [transcorrelated, mul_assoc G⁻¹, ← mul_assoc G, h1, one_mul]
      rw [Matrix.mulVec_mulVec, h3, ← Matrix.mulVec_mulVec, he, Matrix.mulVec_smul]
  · rintro ⟨w, hw, he⟩
    refine ⟨G⁻¹ *ᵥ w, fun h => hw ?_, ?_⟩
    · rw [← Matrix.one_mulVec w, ← h1, ← Matrix.mulVec_mulVec, h, Matrix.mulVec_zero]
    · have h3 : transcorrelated H G * G⁻¹ = G⁻¹ * H := by
        rw [transcorrelated, mul_assoc, h1, mul_one]
      rw [Matrix.mulVec_mulVec, h3, ← Matrix.mulVec_mulVec, he, Matrix.mulVec_smul]
```

Q: Then perhaps the projection is to blame.

A: Not when H and P are both Hermitian, as they are for an orthogonal projector P and a Hermitian Hamiltonian. Write ⟨u, w⟩ for the inner product, conjugate-linear in u. If Pv = v and PHv = Ev, then

E⟨v, v⟩ = ⟨v, PHv⟩ = ⟨Pv, Hv⟩ = ⟨v, Hv⟩

E*⟨v, v⟩ = ⟨PHv, v⟩ = ⟨Hv, Pv⟩ = ⟨v, Hv⟩.

Since ⟨v, v⟩ ≠ 0, E = E*. In the proof, `adj` moves a Hermitian matrix across the inner product, `e1` and `e2` are the two lines, and the last step cancels the norm.

```lean
omit [DecidableEq n] in
/-- For a Hermitian Hamiltonian and a Hermitian `P` every projected energy is real. -/
theorem projected_energy_real {P H : Matrix n n ℂ} (hP : P.IsHermitian)
    (hH : H.IsHermitian) {E : ℂ} (h : IsProjectedEnergy P H E) : E.im = 0 := by
  obtain ⟨v, hv, hp, he⟩ := h
  have adj : ∀ A : Matrix n n ℂ, A.IsHermitian → ∀ x y : n → ℂ,
      star (A *ᵥ x) ⬝ᵥ y = star x ⬝ᵥ (A *ᵥ y) := by
    intro A hA x y
    rw [Matrix.star_mulVec, hA.eq, ← Matrix.dotProduct_mulVec]
  -- both `E` and its conjugate are the expectation value of `H`
  have e1 : E * (star v ⬝ᵥ v) = star v ⬝ᵥ (H *ᵥ v) := by
    rw [← smul_eq_mul, ← dotProduct_smul, ← he, ← adj P hP, hp]
  have e2 : star E * (star v ⬝ᵥ v) = star v ⬝ᵥ (H *ᵥ v) := by
    rw [← smul_eq_mul, ← smul_dotProduct, ← star_smul, ← he, adj P hP, hp, adj H hH]
  have hN : star v ⬝ᵥ v ≠ 0 := fun h => hv (dotProduct_star_self_eq_zero.mp h)
  exact Complex.conj_eq_iff_im.mp (mul_right_cancel₀ hN (e2.trans e1.symm))
```

Q: Is `planeProj` really the orthogonal projector?

A: It is Hermitian and idempotent, and it fixes exactly the vectors with v₀ + v₁ + v₂ = 0. The first two properties are checked entry by entry. For the third, subtracting the mean changes nothing exactly when the mean is zero.

```lean
/-- `planeProj` is Hermitian and idempotent, and the states it fixes are those of the plane
`v 0 + v 1 + v 2 = 0`. -/
theorem planeProj_orthogonal : planeProj.IsHermitian ∧ planeProj * planeProj = planeProj ∧
    ∀ v : Fin 3 → ℂ, planeProj *ᵥ v = v ↔ v 0 + v 1 + v 2 = 0 := by
  refine ⟨?_, ?_, fun v => ⟨fun h => ?_, fun h => ?_⟩⟩
  · ext i j
    fin_cases i <;> fin_cases j <;> simp [planeProj, Matrix.conjTranspose_apply]
  · ext i j
    fin_cases i <;> fin_cases j <;>
      simp [planeProj, Matrix.mul_apply, Fin.sum_univ_three] <;> norm_num
  · have h0 := congrFun h 0
    simp [planeProj, Matrix.mulVec, dotProduct, Fin.sum_univ_three] at h0
    linear_combination (-3) * h0
  · ext i
    fin_cases i <;> simp [planeProj, Matrix.mulVec, dotProduct, Fin.sum_univ_three] <;>
      linear_combination (-1/3) * h
```

Q: Is g = 2 special?

A: Let g ≠ 0 and b = 4/g. Conjugation multiplies one off-diagonal entry by g and divides the other by g:

```lean
/-- The transcorrelated model Hamiltonian in explicit form, for `g ≠ 0`. -/
theorem transcorrelated_model {g : ℂ} (hg : g ≠ 0) :
    transcorrelated modelH (correlator g) = !![5, 4 * g, 0; 4 / g, 5, 0; 0, 0, -5] := by
  have hinv : (correlator g)⁻¹ = !![1, 0, 0; 0, g⁻¹, 0; 0, 0, 1] := by
    apply Matrix.inv_eq_right_inv
    ext i j
    fin_cases i <;> fin_cases j <;>
      simp [correlator, Matrix.mul_apply, Fin.sum_univ_three, hg]
  rw [transcorrelated, hinv]
  ext i j
  fin_cases i <;> fin_cases j <;>
    simp [modelH, correlator, Matrix.mul_apply, Fin.sum_univ_three] <;> field_simp
```

Put v₂ = -v₀ - v₁ into P(Av) = Ev and multiply the first two components by 3:

(5 - b - 3E)v₀ + (8g - 10)v₁ = 0

(2b - 10)v₀ + (5 - 4g - 3E)v₁ = 0.

The third component is minus the sum of the other two, so it adds nothing. A nonzero solution exists exactly when the determinant vanishes. With gb = 4, the determinant divided by 3 gives

3E² + (4g + b - 10)E + 5(4g + b) - 41 = 0.

Since 4g + b = 4(g + 1/g), the coefficients depend on g only through g + 1/g.

In the proof, `h0` and `h1` are the two equations. If the quadratic were nonzero, combining them as in Cramer's rule would force v₀ = v₁ = 0. For the converse, `key` turns a solution of the pair into a projected state. The solution is read off the first equation if 8g - 10 ≠ 0, and off the second otherwise, where 2b - 10 cannot also vanish.

```lean
/-- For `g ≠ 0` the projected energies of the transcorrelated model in the plane are
the roots of a quadratic whose coefficients depend on `g + 1/g`. -/
theorem projected_energy_iff {g : ℂ} (hg : g ≠ 0) (E : ℂ) :
    IsProjectedEnergy planeProj (transcorrelated modelH (correlator g)) E ↔
      3 * E ^ 2 + (4 * g + 4 / g - 10) * E + 5 * (4 * g + 4 / g) - 41 = 0 := by
  rw [transcorrelated_model hg]
  have hab : g * (4 / g) = 4 := by field_simp
  generalize 4 / g = b at hab ⊢
  constructor
  · rintro ⟨v, hv, hp, he⟩
    have hs := (planeProj_orthogonal.2.2 v).mp hp
    have r0 := congrFun he 0
    have r1 := congrFun he 1
    simp [planeProj, Matrix.mulVec, dotProduct, Fin.sum_univ_three] at r0 r1
    -- eliminate the third component
    have h0 : (5 - b - 3 * E) * v 0 + (8 * g - 10) * v 1 = 0 := by
      linear_combination 3 * r0 - 5 * hs
    have h1 : (2 * b - 10) * v 0 + (5 - 4 * g - 3 * E) * v 1 = 0 := by
      linear_combination 3 * r1 - 5 * hs
    by_contra hQ
    have hx : v 0 = 0 := by
      refine (mul_eq_zero.mp ?_).resolve_left hQ
      linear_combination (1/3) * (5 - 4 * g - 3 * E) * h0 - (1/3) * (8 * g - 10) * h1
        + 4 * v 0 * hab
    have hy : v 1 = 0 := by
      refine (mul_eq_zero.mp ?_).resolve_left hQ
      linear_combination (1/3) * (5 - b - 3 * E) * h1 - (1/3) * (2 * b - 10) * h0
        + 4 * v 1 * hab
    have hz : v 2 = 0 := by linear_combination hs - hx - hy
    apply hv
    ext i
    fin_cases i
    · exact hx
    · exact hy
    · exact hz
  · intro hQ
    have key : ∀ x y : ℂ, (x ≠ 0 ∨ y ≠ 0) →
        (5 - b - 3 * E) * x + (8 * g - 10) * y = 0 →
        (2 * b - 10) * x + (5 - 4 * g - 3 * E) * y = 0 →
        IsProjectedEnergy planeProj !![5, 4 * g, 0; b, 5, 0; 0, 0, -5] E := by
      intro x y hne h0 h1
      refine ⟨![x, y, -x - y], fun h => ?_, (planeProj_orthogonal.2.2 _).mpr ?_, ?_⟩
      · exact hne.elim (fun k => k (congrFun h 0)) (fun k => k (congrFun h 1))
      · show x + y + (-x - y) = 0
        ring
      · ext i
        fin_cases i <;> simp [planeProj, Matrix.mulVec, dotProduct, Fin.sum_univ_three]
        · linear_combination (1/3) * h0
        · linear_combination (1/3) * h1
        · linear_combination (-1/3) * h0 - (1/3) * h1
    by_cases h5 : 8 * g - 10 = 0
    · refine key (3 * E - 5 + 4 * g) (2 * b - 10) (Or.inr fun hb => ?_) ?_ (by ring)
      · have : (9 : ℂ) = 0 := by
          linear_combination 4 * hab - (b / 2) * h5 - (5/2) * hb
        norm_num at this
      · linear_combination (-3) * hQ + 12 * hab
    · refine key (8 * g - 10) (3 * E - 5 + b) (Or.inl h5) (by ring) ?_
      linear_combination (-3) * hQ + 12 * hab
```

Q: So the counter-example is the case g = 2?

A: Yes: 4g + b = 10 leaves 3E² + 9 = 0, which the proof factors into E = ±i√3. For the full spectrum it passes from A to H, whose eigenvalue equations decouple:

(E - 9)(v₀ + v₁) = 0, (E - 1)(v₀ - v₁) = 0, (E + 5)v₂ = 0.

The normalised eigenvectors of H are (1, 1, 0)/√2, (1, -1, 0)/√2 and (0, 0, 1); the code omits the factors 1/√2. Both "if and only if" statements range over all complex E, so the lists are complete.

```lean
/-- With the correlator `diag(1, 2, 1)` the transcorrelated model has the energies
`9`, `1`, `-5`, but its projected energies in the plane are `i√3` and `-i√3`. -/
theorem real_energies_become_complex :
    (∀ E, IsEnergy (transcorrelated modelH (correlator 2)) E ↔ E = 9 ∨ E = 1 ∨ E = -5) ∧
    (∀ E, IsProjectedEnergy planeProj (transcorrelated modelH (correlator 2)) E ↔
      E = Complex.I * (√3 : ℝ) ∨ E = -(Complex.I * (√3 : ℝ))) := by
  constructor
  · intro E
    rw [energy_transcorrelated_iff _ _ (by simp [correlator, Matrix.det_fin_three])]
    constructor
    · rintro ⟨v, hv, he⟩
      have r0 : 5 * v 0 + 4 * v 1 = E * v 0 := by
        simpa [modelH, Matrix.mulVec, dotProduct, Fin.sum_univ_three] using congrFun he 0
      have r1 : 4 * v 0 + 5 * v 1 = E * v 1 := by
        simpa [modelH, Matrix.mulVec, dotProduct, Fin.sum_univ_three] using congrFun he 1
      have r2 : -(5 * v 2) = E * v 2 := by
        simpa [modelH, Matrix.mulVec, dotProduct, Fin.sum_univ_three] using congrFun he 2
      by_contra hE
      push Not at hE
      obtain ⟨h9, h1, h5⟩ := hE
      -- sum, difference and third component decouple
      have hp : v 0 + v 1 = 0 := (mul_eq_zero.mp (show (E - 9) * (v 0 + v 1) = 0 by
        linear_combination -r0 - r1)).resolve_left (sub_ne_zero.mpr h9)
      have hm : v 0 - v 1 = 0 := (mul_eq_zero.mp (show (E - 1) * (v 0 - v 1) = 0 by
        linear_combination -r0 + r1)).resolve_left (sub_ne_zero.mpr h1)
      have hz : v 2 = 0 := (mul_eq_zero.mp (show (E - -5) * v 2 = 0 by
        linear_combination -r2)).resolve_left (sub_ne_zero.mpr h5)
      have hx : v 0 = 0 := by linear_combination (1/2) * hp + (1/2) * hm
      have hy : v 1 = 0 := by linear_combination (1/2) * hp - (1/2) * hm
      apply hv
      ext i
      fin_cases i
      · exact hx
      · exact hy
      · exact hz
    · rintro (rfl | rfl | rfl)
      · refine ⟨![1, 1, 0], fun h => one_ne_zero (congrFun h 0), ?_⟩
        ext i
        fin_cases i <;> simp [modelH, Matrix.mulVec, dotProduct, Fin.sum_univ_three] <;> norm_num
      · refine ⟨![1, -1, 0], fun h => one_ne_zero (congrFun h 0), ?_⟩
        ext i
        fin_cases i <;> simp [modelH, Matrix.mulVec, dotProduct, Fin.sum_univ_three] <;> norm_num
      · refine ⟨![0, 0, 1], fun h => one_ne_zero (congrFun h 2), ?_⟩
        ext i
        fin_cases i <;> simp [modelH, Matrix.mulVec, dotProduct, Fin.sum_univ_three]
  · intro E
    have hr : ((√3 : ℝ) : ℂ) ^ 2 = 3 := by
      exact_mod_cast Real.sq_sqrt (show (0 : ℝ) ≤ 3 by norm_num)
    rw [projected_energy_iff two_ne_zero]
    constructor
    · intro h
      have hf : (E - Complex.I * (√3 : ℝ)) * (E + Complex.I * (√3 : ℝ)) = 0 := by
        linear_combination (1/3) * h - ((√3 : ℝ) : ℂ) ^ 2 * Complex.I_sq + hr
      exact (mul_eq_zero.mp hf).imp sub_eq_zero.mp eq_neg_of_add_eq_zero_left
    · rintro (rfl | rfl) <;>
        linear_combination 3 * ((√3 : ℝ) : ℂ) ^ 2 * Complex.I_sq - 3 * hr
```

Q: Would a slightly different correlator remove the effect?

A: Not near g = 2. Set g = exp τ with τ real, and c = 2 cosh τ, so that 4g + 4/g = 4c. The discriminant is

(4c - 10)² - 12(20c - 41) = 16((c - 10)² - 63).

It is negative exactly when |c - 10| < 3√7, roughly 0.25 < |τ| < 2.88. A weak enough correlator therefore leaves the projected energies of this model real.

The proof separates real and imaginary parts. If Im E ≠ 0, the imaginary part gives Re E = -(4c - 10)/6, and the real part then gives

(Im E)² = (4/9)(63 - (c - 10)²).

This forces the inequality; conversely, the same formulas construct a non-real root.

```lean
/-- For the correlator `diag(1, exp τ, 1)` with real `τ`, the transcorrelated model has a non-real
projected energy in the plane exactly when `|2 cosh τ - 10| < 3√7`. -/
theorem complex_energy_window (τ : ℝ) :
    (∃ E, IsProjectedEnergy planeProj
      (transcorrelated modelH (correlator (Real.exp τ : ℝ))) E ∧ E.im ≠ 0) ↔
      |2 * Real.cosh τ - 10| < 3 * √7 := by
  have hg : ((Real.exp τ : ℝ) : ℂ) ≠ 0 := Complex.ofReal_ne_zero.mpr (Real.exp_ne_zero τ)
  have hr : 4 * Real.exp τ + 4 / Real.exp τ = 4 * (2 * Real.cosh τ) := by
    rw [Real.cosh_eq, Real.exp_neg]
    ring
  have hs : 4 * ((Real.exp τ : ℝ) : ℂ) + 4 / ((Real.exp τ : ℝ) : ℂ)
      = ((4 * (2 * Real.cosh τ) : ℝ) : ℂ) := by
    rw [← hr]
    simp only [Complex.ofReal_add, Complex.ofReal_mul, Complex.ofReal_div, Complex.ofReal_ofNat]
  simp only [projected_energy_iff hg, hs]
  generalize 2 * Real.cosh τ = c
  -- real and imaginary parts of the quadratic
  have hE : ∀ E : ℂ, 3 * E ^ 2 + (((4 * c : ℝ) : ℂ) - 10) * E + 5 * ((4 * c : ℝ) : ℂ) - 41
      = ⟨3 * (E.re ^ 2 - E.im ^ 2) + (4 * c - 10) * E.re + 20 * c - 41,
        (6 * E.re + (4 * c - 10)) * E.im⟩ := by
    intro E
    apply Complex.ext <;> simp [pow_two] <;> ring
  have h7 : (3 * √7) ^ 2 = 63 := by
    rw [mul_pow, Real.sq_sqrt (by norm_num)]
    norm_num
  constructor
  · rintro ⟨E, h, him⟩
    rw [hE] at h
    have h1 : 3 * (E.re ^ 2 - E.im ^ 2) + (4 * c - 10) * E.re + 20 * c - 41 = 0 :=
      congrArg Complex.re h
    have h2 : (6 * E.re + (4 * c - 10)) * E.im = 0 := congrArg Complex.im h
    have h3 := (mul_eq_zero.mp h2).resolve_right him
    have hy : 0 < E.im ^ 2 := by positivity
    have hd : 16 * ((c - 10) ^ 2 - 63) = -36 * E.im ^ 2 := by
      linear_combination (-12) * h1 + (4 * c - 10 + 6 * E.re) * h3 - 12 * E.re * h3
        + 12 * E.re * h3 - (6 * E.re - 6 * E.re) * h3
    apply abs_lt_of_sq_lt_sq _ (by positivity)
    rw [h7]
    linarith
  · intro h
    have hlt := sq_lt_sq' (abs_lt.mp h).1 (abs_lt.mp h).2
    rw [h7] at hlt
    have hpos : 0 < 63 - (c - 10) ^ 2 := by linarith
    have hq := Real.sq_sqrt hpos.le
    refine ⟨⟨-(4 * c - 10) / 6, 2 / 3 * √(63 - (c - 10) ^ 2)⟩, ?_, ?_⟩
    · rw [hE]
      apply Complex.ext
      · show 3 * ((-(4 * c - 10) / 6) ^ 2 - (2 / 3 * √(63 - (c - 10) ^ 2)) ^ 2)
          + (4 * c - 10) * (-(4 * c - 10) / 6) + 20 * c - 41 = 0
        linear_combination (-4/3) * hq
      · show (6 * (-(4 * c - 10) / 6) + (4 * c - 10)) * (2 / 3 * √(63 - (c - 10) ^ 2)) = 0
        ring
    · have := Real.sqrt_pos.mpr hpos
      show 2 / 3 * √(63 - (c - 10) ^ 2) ≠ 0
      positivity

end

end TranscorrelatedProjection
```

Q: What may I conclude about a molecule?

A: That real energies in the full space do not by themselves guarantee real ones in an orthogonally projected basis. Whether a given molecule, Jastrow factor and orbital set produce complex energies is a separate question, which this three-level matrix model does not settle.

```lean
#print axioms TranscorrelatedProjection.projected_energy_real
#print axioms TranscorrelatedProjection.real_energies_become_complex
#print axioms TranscorrelatedProjection.complex_energy_window
```

```
'TranscorrelatedProjection.projected_energy_real' depends on axioms: [propext, Classical.choice, Quot.sound]
'TranscorrelatedProjection.real_energies_become_complex' depends on axioms: [propext, Classical.choice, Quot.sound]
'TranscorrelatedProjection.complex_energy_window' depends on axioms: [propext, Classical.choice, Quot.sound]
```
